# With a positive lifetime width G, w + iG − H is nonsingular at every real detuning w for a finite Hermitian H

In a model with finitely many intermediate states, a Hermitian matrix H serves as the Hamiltonian, and one lifetime width G > 0 is shared by all the states. The theorem `shifted_det_ne_zero` says that the matrix (w + iG)·1 − H then has nonzero determinant for every real detuning w. The attempt argues by contradiction: a zero determinant would give a nonzero vector v, not necessarily normalised, with Hv = (w + iG)v. Moving H across the inner product of v with itself, and cancelling the nonzero squared norm of v, would make w + iG equal to its own complex conjugate, which G > 0 forbids.

As first written in Lean, the proof fails:

```lean
import Mathlib

open Matrix Filter Topology
open scoped ComplexOrder

namespace RIXSFastScattering

noncomputable section

variable {n : Type*} [Fintype n] [DecidableEq n]

/-- The matrix `w + iG - H` for detuning `w`, lifetime width `G` and intermediate-state
Hamiltonian `H`. -/
def shifted (H : Matrix n n ℂ) (G w : ℝ) : Matrix n n ℂ :=
  ((w : ℂ) + G * Complex.I) • (1 : Matrix n n ℂ) - H

lemma shifted_mulVec (H : Matrix n n ℂ) (G w : ℝ) (v : n → ℂ) :
    shifted H G w *ᵥ v = ((w : ℂ) + G * Complex.I) • v - H *ᵥ v := by
  rw [shifted, Matrix.sub_mulVec, Matrix.smul_mulVec, Matrix.one_mulVec]

omit [DecidableEq n] in
/-- A Hermitian matrix can be moved from one side of the inner product to the other. -/
lemma hermitian_move {A : Matrix n n ℂ} (hA : A.IsHermitian) (u v : n → ℂ) :
    star (A *ᵥ u) ⬝ᵥ v = star u ⬝ᵥ (A *ᵥ v) := by
  rw [Matrix.star_mulVec, hA.eq, ← Matrix.dotProduct_mulVec]

/-- With a positive lifetime width, `w + iG - H` has nonzero determinant at every real
detuning. -/
theorem shifted_det_ne_zero {H : Matrix n n ℂ} (hH : H.IsHermitian) {G : ℝ} (hG : 0 < G)
    (w : ℝ) : (shifted H G w).det ≠ 0 := by
  intro h0
  obtain ⟨v, hv0, hv⟩ := Matrix.exists_mulVec_eq_zero_iff.mpr h0
  rw [shifted_mulVec, sub_eq_zero] at hv
  -- a null vector would be an eigenvector of `H` with a non-real eigenvalue
  have h := hermitian_move hH v v
  rw [← hv, star_smul, smul_dotProduct, dotProduct_smul, smul_eq_mul, smul_eq_mul] at h
  have hs : star v ⬝ᵥ v ≠ 0 := by
    rw [dotProduct_comm]
    exact fun h => hv0 (dotProduct_star_self_eq_zero.mp h)
  have him := congrArg Complex.im (mul_right_cancel₀ hs h)
  simp at him
  linarith

end

end RIXSFastScattering
```

The error:

```
Main.lean:39:56: error: Application type mismatch: The argument
  h
has type
  v ⬝ᵥ star v = 0
but is expected to have type
  star v ⬝ᵥ v = 0
in the application
  dotProduct_star_self_eq_zero.mp h
```

The change, after which it compiles:

```diff
@@ -36,5 +36,4 @@
   rw [← hv, star_smul, smul_dotProduct, dotProduct_smul, smul_eq_mul, smul_eq_mul] at h
   have hs : star v ⬝ᵥ v ≠ 0 := by
-    rw [dotProduct_comm]
     exact fun h => hv0 (dotProduct_star_self_eq_zero.mp h)
   have him := congrArg Complex.im (mul_right_cancel₀ hs h)
```

Diagnosis. The error arises in the proof of `hs`, the claim that the squared norm `star v ⬝ᵥ v` is nonzero. The lemma `dotProduct_star_self_eq_zero` says that this product vanishes exactly when `v` does, and it has the conjugated vector on the left, just as `hs` does. But the attempt first runs `rw [dotProduct_comm]`, which swaps the factors and turns the goal into `v ⬝ᵥ star v ≠ 0`. The hypothesis `h` introduced by `fun h` is therefore `v ⬝ᵥ star v = 0`, while the lemma expects `star v ⬝ᵥ v = 0`. The two products are equal by commutativity, but Lean does not apply that fact by itself when it checks the argument's type, so it reports a mismatch.

The repair deletes the rewrite. The goal keeps its original order, `h` has the type the lemma expects, and the next line works unchanged.
